# The semicircle solution of the Dyson equation g = 1/(E − t²g) in the band |E| < 2t, with |t g| = 1 and total weight one

At energy E = 0 and hopping t > 0 the equation g = 1/(E − t²g) reads −t²g² = 1, so g is i/t or −i/t, both roots have |t g| = 1, and the sign of the imaginary part tells them apart. The file below treats every energy in the band −2t < E < 2t by the same quadratic equation, takes the root with negative imaginary part, and shows that −Im g/π integrates to one.

```lean
import Mathlib

open Real

namespace SemicircleChain

noncomputable section

/-- The retarded surface Green's function `(E - i √(4t² - E²)) / (2t²)` of a half-infinite chain
with hopping `t`, for `t ≠ 0` and energies in the band `|E| ≤ 2t`. -/
def surfaceGreen (t E : ℝ) : ℂ :=
  ((E : ℂ) - Complex.I * ((√(4 * t ^ 2 - E ^ 2) : ℝ) : ℂ)) / (2 * (t : ℂ) ^ 2)

/-- The surface density of states `-Im g / π`, for `t ≠ 0` and energies in the band. -/
def surfaceDOS (t E : ℝ) : ℝ := -(surfaceGreen t E).im / π

/-- The amplitude `g (t g)ⁿ` on site `n` of the half-infinite chain, where `g` is the surface
Green's function, for `t ≠ 0` and energies in the band. -/
def surfaceColumn (t E : ℝ) (n : ℕ) : ℂ :=
  surfaceGreen t E * ((t : ℂ) * surfaceGreen t E) ^ n

/-- In the band `|E| ≤ 2t` the square root in the Green's function squares to `4t² - E²`. -/
theorem sq_sqrt_band {t E : ℝ} (hE : |E| ≤ 2 * t) :
    √(4 * t ^ 2 - E ^ 2) ^ 2 = 4 * t ^ 2 - E ^ 2 := by
  obtain ⟨h1, h2⟩ := abs_le.mp hE
  have h3 : 0 ≤ (2 * t - E) * (2 * t + E) :=
    mul_nonneg (by linarith) (by linarith)
  exact Real.sq_sqrt (by linarith)

/-- The surface Green's function split into its real and imaginary parts. -/
theorem surfaceGreen_eq (t E : ℝ) :
    surfaceGreen t E = ((E / (2 * t ^ 2) : ℝ) : ℂ)
      + ((-(√(4 * t ^ 2 - E ^ 2) / (2 * t ^ 2)) : ℝ) : ℂ) * Complex.I := by
  unfold surfaceGreen
  push_cast
  ring

/-- The Dyson equation in product form, `g (E - t² g) = 1`, for `t > 0` and `|E| ≤ 2t`. -/
theorem dyson {t E : ℝ} (ht : 0 < t) (hE : |E| ≤ 2 * t) :
    surfaceGreen t E * ((E : ℂ) - (t : ℂ) ^ 2 * surfaceGreen t E) = 1 := by
  have ht' : (t : ℂ) ≠ 0 := by exact_mod_cast ht.ne'
  have hs : ((√(4 * t ^ 2 - E ^ 2) : ℝ) : ℂ) ^ 2 = 4 * (t : ℂ) ^ 2 - (E : ℂ) ^ 2 := by
    exact_mod_cast sq_sqrt_band hE
  have h2 : 2 * (t : ℂ) ^ 2 * surfaceGreen t E
      = (E : ℂ) - Complex.I * ((√(4 * t ^ 2 - E ^ 2) : ℝ) : ℂ) := by
    unfold surfaceGreen
    field_simp
  have h4 : 4 * (t : ℂ) ^ 2 ≠ 0 := mul_ne_zero (by norm_num) (pow_ne_zero 2 ht')
  -- complete the square after multiplying by `4t²`
  apply mul_left_cancel₀ h4
  linear_combination
    (-(2 * (t : ℂ) ^ 2 * surfaceGreen t E - (E : ℂ)
      - Complex.I * ((√(4 * t ^ 2 - E ^ 2) : ℝ) : ℂ))) * h2
    - ((√(4 * t ^ 2 - E ^ 2) : ℝ) : ℂ) ^ 2 * Complex.I_sq + hs

/-- For `t > 0` and `|E| ≤ 2t` the factor `t g` has modulus one. -/
theorem norm_hop_green {t E : ℝ} (ht : 0 < t) (hE : |E| ≤ 2 * t) :
    ‖(t : ℂ) * surfaceGreen t E‖ = 1 := by
  have h : ‖(t : ℂ) * surfaceGreen t E‖ ^ 2 = 1 := by
    rw [norm_mul, mul_pow, Complex.norm_real, Real.norm_eq_abs, sq_abs, Complex.sq_norm,
      surfaceGreen_eq, Complex.normSq_add_mul_I, neg_sq, div_pow, div_pow, sq_sqrt_band hE,
      ← add_div, ← mul_div_assoc, div_eq_one_iff_eq (by positivity)]
    ring
  exact (sq_eq_sq₀ (norm_nonneg _) zero_le_one).mp (by rw [h, one_pow])

/-- For `t > 0` and `|E| ≤ 2t`, a solution of the Dyson equation whose imaginary part is not
positive is the surface Green's function. -/
theorem retarded_unique {t E : ℝ} (ht : 0 < t) (hE : |E| ≤ 2 * t) {g : ℂ}
    (hg : g * ((E : ℂ) - (t : ℂ) ^ 2 * g) = 1) (him : g.im ≤ 0) :
    g = surfaceGreen t E := by
  have hre : (surfaceGreen t E).re = E / (2 * t ^ 2) := by
    rw [surfaceGreen_eq]
    simp only [Complex.add_re, Complex.mul_re, Complex.ofReal_re, Complex.ofReal_im,
      Complex.I_re, Complex.I_im]
    ring
  have hGim : (surfaceGreen t E).im ≤ 0 := by
    rw [surfaceGreen_eq]
    simp only [Complex.add_im, Complex.mul_im, Complex.ofReal_re, Complex.ofReal_im,
      Complex.I_re, Complex.I_im]
    have : 0 ≤ √(4 * t ^ 2 - E ^ 2) / (2 * t ^ 2) := by positivity
    linarith
  have ht2 : t ^ 2 ≠ 0 := pow_ne_zero 2 ht.ne'
  -- two solutions coincide or add up to `E / t²`
  have hprod : (g - surfaceGreen t E)
      * ((E : ℂ) - ((t ^ 2 : ℝ) : ℂ) * (g + surfaceGreen t E)) = 0 := by
    push_cast
    linear_combination hg - dyson ht hE
  rcases mul_eq_zero.mp hprod with h | h
  · exact sub_eq_zero.mp h
  · have h1 := congrArg Complex.re h
    have h2 := congrArg Complex.im h
    simp only [Complex.sub_re, Complex.re_ofReal_mul, Complex.ofReal_re, Complex.add_re,
      Complex.zero_re] at h1
    simp only [Complex.sub_im, Complex.im_ofReal_mul, Complex.ofReal_im, Complex.add_im,
      Complex.zero_im] at h2
    have h3 : g.im + (surfaceGreen t E).im = 0 :=
      (mul_eq_zero.mp (by linarith : t ^ 2 * (g.im + (surfaceGreen t E).im) = 0)).resolve_left ht2
    have h4 : t ^ 2 * (2 * (surfaceGreen t E).re) = E := by
      rw [hre]
      field_simp
    apply Complex.ext
    · exact mul_left_cancel₀ ht2 (by linarith)
    · linarith

/-- For `t > 0`, if the Dyson equation at real energy `E` has a solution with `|t g| = 1`, then
`|E| ≤ 2t`. -/
theorem band_of_norm_eq_one {t E : ℝ} (ht : 0 < t) {g : ℂ}
    (hg : g * ((E : ℂ) - (t : ℂ) ^ 2 * g) = 1) (hn : ‖(t : ℂ) * g‖ = 1) :
    |E| ≤ 2 * t := by
  have h1 : (E : ℂ) * g = 1 + ((t : ℂ) * g) * ((t : ℂ) * g) := by
    linear_combination hg
  have h2 : ‖(E : ℂ) * g‖ ≤ 2 := by
    rw [h1]
    refine (norm_add_le _ _).trans ?_
    rw [norm_mul ((t : ℂ) * g), hn, norm_one]
    norm_num
  rw [norm_mul, Complex.norm_real, Real.norm_eq_abs] at h2
  rw [norm_mul, Complex.norm_real, Real.norm_eq_abs, abs_of_pos ht] at hn
  calc |E| = t * (|E| * ‖g‖) := by linear_combination (-|E|) * hn
    _ ≤ t * 2 := mul_le_mul_of_nonneg_left h2 ht.le
    _ = 2 * t := mul_comm _ _

/-- For `t > 0` and `|E| ≤ 2t`, the amplitudes `g (t g)ⁿ` solve the equations of the half-infinite
chain with hopping `t` and a unit source on its end site. -/
theorem half_chain {t E : ℝ} (ht : 0 < t) (hE : |E| ≤ 2 * t) :
    (E : ℂ) * surfaceColumn t E 0 - t * surfaceColumn t E 1 = 1 ∧
    ∀ n : ℕ, (E : ℂ) * surfaceColumn t E (n + 1)
      - t * (surfaceColumn t E n + surfaceColumn t E (n + 2)) = 0 := by
  have h := dyson ht hE
  unfold surfaceColumn
  constructor
  · linear_combination h
  · intro n
    linear_combination
      ((t : ℂ) * surfaceGreen t E * ((t : ℂ) * surfaceGreen t E) ^ n) * h

/-- For `t > 0` the surface density of states integrates to one over the band. -/
theorem integral_surfaceDOS {t : ℝ} (ht : 0 < t) :
    ∫ E in (-(2 * t))..(2 * t), surfaceDOS t E = 1 := by
  -- in the variable `x = E / 2t` the density is a half circle
  have hpt : ∀ x : ℝ, surfaceDOS t (2 * t * x) = 1 / (π * t) * √(1 - x ^ 2) := by
    intro x
    have hs : √(4 * t ^ 2 - (2 * t * x) ^ 2) = 2 * t * √(1 - x ^ 2) := by
      rw [show 4 * t ^ 2 - (2 * t * x) ^ 2 = (2 * t) ^ 2 * (1 - x ^ 2) by ring,
        Real.sqrt_mul (sq_nonneg _), Real.sqrt_sq (by positivity)]
    unfold surfaceDOS
    rw [surfaceGreen_eq, hs]
    simp only [Complex.add_im, Complex.mul_im, Complex.ofReal_re, Complex.ofReal_im,
      Complex.I_re, Complex.I_im, mul_one, mul_zero, add_zero, zero_add, neg_neg]
    field_simp
  calc ∫ E in (-(2 * t))..(2 * t), surfaceDOS t E
      = ∫ E in (2 * t * (-1))..(2 * t * 1), surfaceDOS t E := by rw [mul_neg, mul_one]
    _ = 2 * t * ∫ x in (-1 : ℝ)..1, surfaceDOS t (2 * t * x) :=
        (intervalIntegral.mul_integral_comp_mul_left (f := surfaceDOS t) (2 * t)).symm
    _ = 2 * t * (1 / (π * t) * (π / 2)) := by
        simp only [hpt, intervalIntegral.integral_const_mul, integral_sqrt_one_sub_sq]
    _ = 1 := by field_simp

/-- For `t > 0`, the surface Green's function satisfies `g = 1 / (E - t² g)` with nonzero
denominator and `|t g| = 1` whenever `|E| < 2t`, and `-Im g / π` integrates to one over the band. -/
theorem semicircle {t : ℝ} (ht : 0 < t) :
    (∀ E : ℝ, |E| < 2 * t →
      (E : ℂ) - (t : ℂ) ^ 2 * surfaceGreen t E ≠ 0 ∧
      surfaceGreen t E = 1 / ((E : ℂ) - (t : ℂ) ^ 2 * surfaceGreen t E) ∧
      ‖(t : ℂ) * surfaceGreen t E‖ = 1) ∧
    ∫ E in (-(2 * t))..(2 * t), -(surfaceGreen t E).im / π = 1 := by
  refine ⟨fun E hE => ?_, integral_surfaceDOS ht⟩
  have h := dyson ht hE.le
  have hne : (E : ℂ) - (t : ℂ) ^ 2 * surfaceGreen t E ≠ 0 := by
    intro h0
    rw [h0, mul_zero] at h
    exact zero_ne_one h
  exact ⟨hne, (eq_div_iff hne).mpr h, norm_hop_green ht hE.le⟩

end

end SemicircleChain
```

```lean
#print axioms SemicircleChain.retarded_unique
#print axioms SemicircleChain.band_of_norm_eq_one
#print axioms SemicircleChain.half_chain
#print axioms SemicircleChain.semicircle
```

```
'SemicircleChain.retarded_unique' depends on axioms: [propext, Classical.choice, Quot.sound]
'SemicircleChain.band_of_norm_eq_one' depends on axioms: [propext, Classical.choice, Quot.sound]
'SemicircleChain.half_chain' depends on axioms: [propext, Classical.choice, Quot.sound]
'SemicircleChain.semicircle' depends on axioms: [propext, Classical.choice, Quot.sound]
```

## What is stated about g

Write s = √(4t² − E²). The function under study is

g(E) = (E − i s)/(2t²),

which is `surfaceGreen t E` in Lean, a complex number computed from two real ones. The theorem `semicircle` assumes only t > 0 and has two parts. For every real E with |E| < 2t, the denominator E − t²g is nonzero, g equals 1/(E − t²g), and |t g| = 1. The integral of −Im g/π from −2t to 2t is 1.

The supporting theorems say somewhat more. The pointwise results hold for |E| ≤ 2t, band edges included. `retarded_unique` states that in this range g is the only solution of the Dyson equation with Im g ≤ 0. `band_of_norm_eq_one` goes the other way: if some solution at real E has |t g| = 1, then |E| ≤ 2t. `half_chain` connects g to the equations of a lattice.

## A chain that looks the same after one more site

Take sites n = 0, 1, 2, … with one orbital each, on-site energy zero and real hopping t between neighbours. Electrons do not interact, and E is measured from the band centre. Let g be the Green's function on the end site. If one site is attached in front of the chain, the old chain acts on the new end site through the self-energy t²g. The enlarged chain is again a half-infinite chain of the same kind, so its end-site Green's function is also g, and

g = 1/(E − t²g).

Inserting the equation into itself repeatedly produces a continued fraction with t² at every level. This argument motivates the equation; the file starts from the explicit g and verifies it.

The link to the lattice is made through the amplitudes

Gₙ = g (t g)ⁿ,

called `surfaceColumn t E n`. They satisfy the site equations of (E − H)G = (unit source on site 0):

E G₀ − t G₁ = 1,

E Gₙ₊₁ − t (Gₙ + Gₙ₊₂) = 0 for n = 0, 1, 2, …

Since |t g| = 1, every amplitude has modulus |Gₙ| = 1/t. The response to the source does not decay along the chain, as expected at an energy inside the band, |E| < 2t, where the chain conducts.

The file does not build H as an operator on the infinite chain, and it takes no limit from complex energies E + iη. The word "retarded" enters through the condition Im g ≤ 0, which makes the density −Im g/π nonnegative. That density, `surfaceDOS t E`, is the local density of states on the end site for one spin direction.

In quantum transport calculations, t²g is the self-energy that a lead adds to the site it is attached to, when the lead is a non-interacting single-orbital chain and the coupling equals the hopping inside it. The closed form gives a test for a numerical surface Green's function routine in this one-parameter model.

## Completing the square

Multiply g(E − t²g) = 1 by 4t² and rearrange. The equation becomes

(2t²g − E)² = E² − 4t².

By definition 2t²g − E = −i s, and the square of this is −s² = E² − 4t², provided that the square root really squares to 4t² − E². That is where the band condition is used: 4t² − E² = (2t − E)(2t + E) is a product of two nonnegative factors when |E| ≤ 2t. `sq_sqrt_band` records this fact.

In `dyson`, the hypothesis `h2` is the definition of g cleared of its denominator, `hs` is the squared root, and `mul_left_cancel₀` removes the factor 4t². The call to `linear_combination` then does the algebra above, with `Complex.I_sq` supplying i² = −1.

The equation is proved in the product form g(E − t²g) = 1. If the denominator were zero, the left side would be 0 and not 1. `semicircle` uses this to obtain the nonzero denominator first, and then divides.

## Why t g has modulus one

The real part of g is E/(2t²) and the imaginary part is −s/(2t²), as `surfaceGreen_eq` states. Hence

|t g|² = t² (E² + s²)/(4t⁴) = t² · 4t²/(4t⁴) = 1.

A modulus is nonnegative, so |t g| = 1. The rewriting chain in `norm_hop_green` follows this line, and its last step passes from the square to the modulus.

For the converse, write the Dyson equation as

E g = 1 + (t g)².

If |t g| = 1, the triangle inequality gives |E| |g| ≤ 2. Since |g| = 1/t, this is |E| ≤ 2t. The `calc` block in `band_of_norm_eq_one` carries out the final multiplication by t.

## Which of the two roots

Let g now be any solution with Im g ≤ 0, and write G for the explicit one. Subtracting the two Dyson equations gives

(g − G)(E − t²(g + G)) = 0.

Either g = G, or g + G = E/t². In the second case the imaginary parts add to zero. Both are at most zero, so both vanish. The real part of G is E/(2t²), which leaves Re g = E/t² − E/(2t²) = E/(2t²) as well. So g = G in this case too. In `retarded_unique` the factorisation is `hprod`, and the two cases come from `mul_eq_zero`.

## From the Dyson equation to the site equations

Put q = t g, so that Gₙ = g qⁿ. On the end site,

E G₀ − t G₁ = E g − t²g² = g(E − t²g) = 1.

On the later sites,

E Gₙ₊₁ − t (Gₙ + Gₙ₊₂) = g qⁿ (E q − t − t q²) = t g qⁿ (E g − 1 − t²g²) = 0,

because the last bracket is the Dyson equation again. The coefficient t g qⁿ is the one that appears in the second `linear_combination` of `half_chain`.

The site equations alone do not determine the amplitudes: any value of G₀ can be continued along the chain. The column singled out here is the one in which each amplitude is t g times the previous one, with g the retarded root.

## The area under the density

The density is

−Im g/π = s/(2πt²).

Substitute E = 2t x, so that dE = 2t dx and s = 2t √(1 − x²). The density becomes √(1 − x²)/(πt), and

∫ from −2t to 2t of (−Im g/π) dE = 2t · 1/(πt) · ∫ from −1 to 1 of √(1 − x²) dx = (2/π)(π/2) = 1.

The remaining integral is the area of the upper half of the unit disc. In `integral_surfaceDOS`, the rescaled density is `hpt`, the change of variable is `intervalIntegral.mul_integral_comp_mul_left`, and the half disc is Mathlib's `integral_sqrt_one_sub_sq`.

## Numbers for t = 5 and E = 6

Here s = √(100 − 36) = 8, and

g = (6 − 8i)/50 = (3 − 4i)/25.

The denominator of the Dyson equation is E − t²g = 6 − (3 − 4i) = 3 + 4i. The product is (3 − 4i)(3 + 4i)/25 = 25/25 = 1, as required. The hopping factor is t g = (3 − 4i)/5, with modulus 5/5 = 1. The density of states at this energy is 4/(25π), about 0.051.

The next amplitude is

G₁ = g · t g = (3 − 4i)²/125 = (−7 − 24i)/125,

and the end-site equation gives 6(3 − 4i)/25 − 5(−7 − 24i)/125 = (18 − 24i + 7 + 24i)/25 = 1.

The complex conjugate (3 + 4i)/25 solves the same Dyson equation. It has positive imaginary part and would give a negative density, so the condition Im g ≤ 0 rejects it.

## An energy beyond the band edge

If E may be any real number, the unit modulus fails. Take t = 1 and E = 5/2. The Dyson equation becomes

g² − (5/2) g + 1 = 0,

with the two real roots g = 2 and g = 1/2. Neither has |t g| = 1, so no other choice of root would restore the claim. With g = 1/2 the amplitudes g (t g)ⁿ halve from site to site, which is the decay expected where the chain has no propagating states.

The formula in the file gives neither root at this energy. Lean's real square root of a negative number is 0, so `surfaceGreen` returns 5/4 there, and 5/4 · (5/2 − 5/4) = 25/16 instead of 1. Beyond the band edge the surface Green's function is the real root with |t g| < 1, here g = 1/2, for which the amplitudes decay along the chain.
